# A photon rate tr(ρM) varies only as cos 2φ and sin 2φ when the beam is rotated

Rotate a photon beam by an angle $\varphi$ about its direction of flight and leave the target and detectors in place. The rate of a polarization-sensitive process is then a constant plus a term in $\cos 2\varphi$ and a term in $\sin 2\varphi$, provided that the rate has the form $\mathrm{tr}(\rho M)$ with a fixed Hermitian matrix $M$. Here $\rho$ is the polarization density matrix of the beam. Two settings a quarter turn apart give rates whose sum does not depend on the linear polarization.

## The double angle from the density matrix

In a basis of two perpendicular linear polarizations, numbered 0 and 1, write

$$\rho=\frac12\begin{pmatrix}1+x_3 & x_1-ix_2\\ x_1+ix_2 & 1-x_3\end{pmatrix}.$$

The real numbers $x_1,x_2,x_3$ are the normalised Stokes parameters. The parameter $x_3$ compares the two basis polarizations, $x_1$ compares the two diagonal ones, and $x_2$ measures circular polarization. Optics texts often order them differently and write $x_3$ as $S_1/S_0$, where $S_0$ is the total intensity.

A rotation takes a polarization vector $\epsilon$ to $R\epsilon$. Since $R$ is real, $\rho$ becomes $R\rho R^T$. With $c=\cos\varphi$ and $s=\sin\varphi$,

$$R=\begin{pmatrix}c&-s\\s&c\end{pmatrix}.$$

Split $2\rho$ into the unit matrix, the circular part $x_2\begin{pmatrix}0&-i\\i&0\end{pmatrix}$ and the linear part $S=\begin{pmatrix}x_3&x_1\\x_1&-x_3\end{pmatrix}$. The unit matrix is unchanged because $RR^T=1$. The circular part commutes with $R$, so it is unchanged too. For the linear part,

$$RS=\begin{pmatrix}cx_3-sx_1&cx_1+sx_3\\sx_3+cx_1&sx_1-cx_3\end{pmatrix}.$$

Multiplication by $R^T$ gives the 00 entry $(c^2-s^2)x_3-2sc\,x_1$ and the 01 entry $2sc\,x_3+(c^2-s^2)x_1$. The product is again symmetric and traceless, so these two entries fix it:

$$x_3'=x_3\cos2\varphi-x_1\sin2\varphi,\qquad x_1'=x_3\sin2\varphi+x_1\cos2\varphi,\qquad x_2'=x_2.$$

At $\varphi=\pi/2$ both linear parameters change sign. A beam that is invariant under every rotation therefore has $x_1=x_3=0$, and the formulas show that this is also sufficient.

## The rate as an affine function

Let the amplitude be linear in the polarization vector of the incoming photon, $A=\sum_i\epsilon_iA_i$. For a pure polarization state, $\rho_{ij}=\epsilon_i\epsilon_j^*$, the rate is proportional to $\sum|A|^2$, summed over the final states that are counted. This equals $\mathrm{tr}(\rho M)$ with $M_{ji}=\sum A_j^*A_i$, which is Hermitian; constant factors are absorbed in $M$. A partly polarized beam is a mixture of pure states, and averaging over them gives the same formula. Let $M_{00}=a$ and $M_{11}=d$, both real, and let $M_{01}=u+iv$, so that $M_{10}=u-iv$. Then

$$\mathrm{tr}(\rho M)=\tfrac12\big[(1+x_3)a+(x_1-ix_2)(u-iv)+(x_1+ix_2)(u+iv)+(1-x_3)d\big].$$

The two middle terms are complex conjugates with sum $2(ux_1-vx_2)$. Hence

$$\mathrm{tr}(\rho M)=m+r_1x_1+r_2x_2+r_3x_3,$$

$$m=\tfrac{a+d}2,\quad r_1=u,\quad r_2=-v,\quad r_3=\tfrac{a-d}2.$$

Conversely, suppose that the values $a_0+a_1x_1+a_2x_2+a_3x_3$ are given on the Stokes ball $x_1^2+x_2^2+x_3^2\le1$. The unpolarized state gives $M_{00}+M_{11}=2a_0$, and the state $x_3=1$ gives $M_{00}=a_0+a_3$. Subtracting the unpolarized value from those at $x_1=1$ and $x_2=1$ gives $M_{01}+M_{10}=2a_1$ and $i(M_{01}-M_{10})=2a_2$. So $M_{11}=a_0-a_3$, $M_{01}=a_1-ia_2$ and $M_{10}=a_1+ia_2$. This matrix is Hermitian and reproduces the given function.

Now insert the rotated parameters into the affine rate:

$$m+r_2x_2+(r_1x_1+r_3x_3)\cos2\varphi+(r_1x_3-r_3x_1)\sin2\varphi.$$

Replacing $\varphi$ by $\varphi+\pi/2$ reverses both oscillating terms, so the two rates add up to $2(m+r_2x_2)$.

An ideal linear analyser at angle $\theta$ has $M=nn^T$ with $n=(\cos\theta,\sin\theta)^T$. Its coefficients are $m=\frac12$, $r_1=\frac12\sin2\theta$, $r_2=0$ and $r_3=\frac12\cos2\theta$, so it passes the fraction $\frac12(1+x_3\cos2\theta+x_1\sin2\theta)$. For full linear polarization at angle $\alpha$ we have $x_3=\cos2\alpha$, $x_1=\sin2\alpha$ and $x_2=0$. The fraction becomes $\frac12[1+\cos2(\theta-\alpha)]=\cos^2(\theta-\alpha)$, which is Malus' law.

Turning the analyser is easily confused with turning the beam. For an analyser at angle zero, rotating the beam by $\varphi$ gives $\frac12(1+x_3\cos2\varphi-x_1\sin2\varphi)$. Turning the analyser by $\varphi$ with the beam fixed gives a plus sign before the sine. The error is invisible when $x_1=0$.

## Four settings of a partly circular beam

Take $x_1=0$, $x_2=0.6$, $x_3=0.8$ and

$$M=\begin{pmatrix}5&1-i\\1+i&1\end{pmatrix}.$$

Then $m=3$, $r_1=1$, $r_2=1$ and $r_3=2$, in arbitrary rate units. The rotated rate is $3.6+1.6\cos2\varphi+0.8\sin2\varphi$. At $\varphi=0,\pi/4,\pi/2,3\pi/4$ it equals $5.2$, $4.4$, $2.0$ and $2.8$. Each perpendicular pair adds up to $7.2$.

## Density matrix, rotation and response coefficients in Lean

The function `stokesRho` takes three real numbers and returns the complex matrix $\rho$. It does not require them to lie in the Stokes ball. The identities below therefore hold for all real parameters, while physical beams occupy the ball.

```lean
import Mathlib

open Matrix

namespace PhotonStokes

noncomputable section

/-- The photon polarization matrix with Stokes parameters `x₁, x₂, x₃`, in a basis of two
perpendicular linear polarizations. -/
def stokesRho (x₁ x₂ x₃ : ℝ) : Matrix (Fin 2) (Fin 2) ℂ :=
  !![(1 + (x₃ : ℂ)) / 2, ((x₁ : ℂ) - Complex.I * x₂) / 2;
     ((x₁ : ℂ) + Complex.I * x₂) / 2, (1 - (x₃ : ℂ)) / 2]
```

The matrix `rotation φ` is $R$, with real entries regarded as complex numbers. Its sign convention turns the first basis vector towards the second for small positive $\varphi$.

```lean
/-- The rotation of the transverse plane by the angle `φ`. -/
def rotation (φ : ℝ) : Matrix (Fin 2) (Fin 2) ℂ :=
  !![(Real.cos φ : ℂ), -(Real.sin φ : ℂ); (Real.sin φ : ℂ), (Real.cos φ : ℂ)]
```

The next four definitions are $m,r_1,r_2,r_3$. The name `meanRate` refers to the rate for an unpolarized beam. They are defined for any complex matrix by taking real and imaginary parts, but acquire their meaning as rate coefficients when $M$ is Hermitian. The docstrings call $M$ a process matrix; here it describes the response of one reaction or detector, which differs from the use of that term in quantum information.

```lean
/-- Half the real part of the trace of the process matrix `M`. -/
def meanRate (M : Matrix (Fin 2) (Fin 2) ℂ) : ℝ := ((M 0 0).re + (M 1 1).re) / 2

/-- The real part of `M 0 1`. For Hermitian `M` it is the coefficient of `x₁` in `tr(ρM)`. -/
def response₁ (M : Matrix (Fin 2) (Fin 2) ℂ) : ℝ := (M 0 1).re
```

The minus sign below arises because the trace pairs $\rho_{01}$ with $M_{10}$, while the definition reads off $M_{01}$.

```lean
/-- Minus the imaginary part of `M 0 1`. For Hermitian `M` it is the coefficient of `x₂` in
`tr(ρM)`. -/
def response₂ (M : Matrix (Fin 2) (Fin 2) ℂ) : ℝ := -(M 0 1).im

/-- Half the difference of the real parts of `M 0 0` and `M 1 1`. For Hermitian `M` it is the
coefficient of `x₃` in `tr(ρM)`. -/
def response₃ (M : Matrix (Fin 2) (Fin 2) ℂ) : ℝ := ((M 0 0).re - (M 1 1).re) / 2
```

## Rotated beams and rotation-invariant beams

The theorem `rotation_stokes` states that $R\rho R^T$ is again a matrix of the form `stokesRho`, with the parameters $x_1',x_2,x_3'$ in that order. After the double-angle formulas are inserted, `generalize` replaces the cosine and sine by $c$ and $s$, keeping only $c^2+s^2=1$. The proof then compares the four entries. In each `linear_combination`, this relation is used exactly for the unit matrix on the diagonal and the circular part off it; the linear part agrees by plain algebra.

```lean
/-- Rotating the beam by `φ` leaves `x₂` fixed and rotates the pair `(x₃, x₁)` by `2φ`. -/
theorem rotation_stokes (φ x₁ x₂ x₃ : ℝ) :
    rotation φ * stokesRho x₁ x₂ x₃ * (rotation φ)ᵀ =
      stokesRho (x₃ * Real.sin (2 * φ) + x₁ * Real.cos (2 * φ)) x₂
        (x₃ * Real.cos (2 * φ) - x₁ * Real.sin (2 * φ)) := by
  have h := Real.cos_sq_add_sin_sq φ
  rw [Real.cos_two_mul', Real.sin_two_mul]
  unfold rotation stokesRho
  -- only `c² + s² = 1` matters from here on
  generalize Real.cos φ = c at h ⊢
  generalize Real.sin φ = s at h ⊢
  have hc : (c : ℂ) ^ 2 + (s : ℂ) ^ 2 = 1 := by exact_mod_cast h
  ext i j
  fin_cases i <;> fin_cases j
  · simp [Matrix.mul_apply, Fin.sum_univ_two]
    linear_combination (1 / 2 : ℂ) * hc
  · simp [Matrix.mul_apply, Fin.sum_univ_two]
    linear_combination (-(Complex.I * x₂) / 2) * hc
  · simp [Matrix.mul_apply, Fin.sum_univ_two]
    linear_combination (Complex.I * x₂ / 2) * hc
  · simp [Matrix.mul_apply, Fin.sum_univ_two]
    linear_combination (1 / 2 : ℂ) * hc
```

The invariance criterion quantifies over all angles. Its forward direction uses the quarter turn: the real parts of the 00 and 01 entries yield $x_3=-x_3$ and $x_1=-x_1$. The reverse direction substitutes zeros into the rotation formula.

```lean
/-- A polarization matrix is unchanged by every rotation about the beam exactly when
`x₁` and `x₃` vanish. -/
theorem rotation_invariant_iff (x₁ x₂ x₃ : ℝ) :
    (∀ φ : ℝ, rotation φ * stokesRho x₁ x₂ x₃ * (rotation φ)ᵀ = stokesRho x₁ x₂ x₃) ↔
      x₁ = 0 ∧ x₃ = 0 := by
  constructor
  · intro h
    -- a quarter turn reverses both linear Stokes parameters
    have hq := h (Real.pi / 2)
    rw [rotation_stokes, show 2 * (Real.pi / 2) = Real.pi by ring, Real.cos_pi,
      Real.sin_pi] at hq
    have h0 := congrArg Complex.re (congrFun (congrFun hq 0) 0)
    have h1 := congrArg Complex.re (congrFun (congrFun hq 0) 1)
    simp [stokesRho] at h0 h1
    constructor <;> linarith
  · rintro ⟨rfl, rfl⟩ φ
    rw [rotation_stokes]
    simp
```

## Affine rates and the matrix they determine

The lemma `trace_entries` expands the trace for an arbitrary complex $M$.

```lean
/-- The trace of the polarization matrix with any process matrix, written in entries. -/
theorem trace_entries (M : Matrix (Fin 2) (Fin 2) ℂ) (x₁ x₂ x₃ : ℝ) :
    (stokesRho x₁ x₂ x₃ * M).trace =
      ((1 + (x₃ : ℂ)) * M 0 0 + ((x₁ : ℂ) - Complex.I * x₂) * M 1 0
        + ((x₁ : ℂ) + Complex.I * x₂) * M 0 1 + (1 - (x₃ : ℂ)) * M 1 1) / 2 := by
  rw [Matrix.trace_fin_two, Matrix.mul_apply, Matrix.mul_apply]
  simp only [Fin.sum_univ_two]
  simp [stokesRho]
  ring
```

The hypothesis `M.IsHermitian` now enters. In `rate_affine` the right-hand side is a real number regarded as complex, so the equation also says that the imaginary part of the trace vanishes. The facts `h00`, `h11`, `h01` and `h10` write the entries through $a,d,u,v$, and the last line substitutes them and uses $i^2=-1$.

```lean
/-- For a Hermitian process matrix the rate `tr(ρM)` is real and affine in the Stokes
parameters. -/
theorem rate_affine {M : Matrix (Fin 2) (Fin 2) ℂ} (hM : M.IsHermitian) (x₁ x₂ x₃ : ℝ) :
    (stokesRho x₁ x₂ x₃ * M).trace =
      ((meanRate M + response₁ M * x₁ + response₂ M * x₂ + response₃ M * x₃ : ℝ) : ℂ) := by
  -- Hermiticity expresses all entries through four real numbers
  have h00 : M 0 0 = ((M 0 0).re : ℂ) := (Complex.conj_eq_iff_re.mp (hM.apply 0 0)).symm
  have h11 : M 1 1 = ((M 1 1).re : ℂ) := (Complex.conj_eq_iff_re.mp (hM.apply 1 1)).symm
  have h01 : M 0 1 = ((M 0 1).re : ℂ) + (M 0 1).im * Complex.I :=
    (Complex.re_add_im (M 0 1)).symm
  have h10 : M 1 0 = ((M 0 1).re : ℂ) - (M 0 1).im * Complex.I := by
    rw [← hM.apply 1 0]
    apply Complex.ext <;> simp
  rw [trace_entries]
  unfold meanRate response₁ response₂ response₃
  push_cast
  linear_combination (1 + (x₃ : ℂ)) / 2 * h00 + ((x₁ : ℂ) - Complex.I * x₂) / 2 * h10
    + ((x₁ : ℂ) + Complex.I * x₂) / 2 * h01 + (1 - (x₃ : ℂ)) / 2 * h11
    + (x₂ : ℂ) * (M 0 1).im * Complex.I_sq
```

In `existsUnique_process`, the symbol `∃!` means that exactly one matrix is Hermitian and gives the prescribed values throughout the ball. The function may take negative values there, in which case it cannot be a physical rate. The proof supplies the matrix found above, then evaluates any competitor `N` at the centre of the ball and at one point on each axis. The equations `e00` to `e10` solve for its entries.

```lean
/-- Every real affine function on the Stokes ball is given there by `tr(ρM)` for exactly one
Hermitian matrix `M`. -/
theorem existsUnique_process (a₀ a₁ a₂ a₃ : ℝ) :
    ∃! M : Matrix (Fin 2) (Fin 2) ℂ, M.IsHermitian ∧
      ∀ x₁ x₂ x₃ : ℝ, x₁ ^ 2 + x₂ ^ 2 + x₃ ^ 2 ≤ 1 →
        (stokesRho x₁ x₂ x₃ * M).trace = ((a₀ + a₁ * x₁ + a₂ * x₂ + a₃ * x₃ : ℝ) : ℂ) := by
  refine ⟨!![(a₀ : ℂ) + a₃, (a₁ : ℂ) - a₂ * Complex.I;
    (a₁ : ℂ) + a₂ * Complex.I, (a₀ : ℂ) - a₃], ⟨?_, ?_⟩, ?_⟩
  · ext i j
    fin_cases i <;> fin_cases j <;> simp [Matrix.conjTranspose_apply, sub_eq_add_neg]
  · intro x₁ x₂ x₃ _
    rw [trace_entries]
    simp
    linear_combination (-((x₂ : ℂ) * a₂)) * Complex.I_sq
  · rintro N ⟨-, hN⟩
    -- the unpolarized state and one state on each Stokes axis fix all entries
    have h0 := hN 0 0 0 (by norm_num)
    have h1 := hN 1 0 0 (by norm_num)
    have h2 := hN 0 1 0 (by norm_num)
    have h3 := hN 0 0 1 (by norm_num)
    rw [trace_entries] at h0 h1 h2 h3
    push_cast at h0 h1 h2 h3
    have e00 : N 0 0 = (a₀ : ℂ) + a₃ := by linear_combination h3
    have e11 : N 1 1 = (a₀ : ℂ) - a₃ := by linear_combination 2 * h0 - h3
    have e01 : N 0 1 = (a₁ : ℂ) - a₂ * Complex.I := by
      linear_combination h1 - h0 - Complex.I * (h2 - h0) + (N 0 1 - N 1 0) / 2 * Complex.I_sq
    have e10 : N 1 0 = (a₁ : ℂ) + a₂ * Complex.I := by
      linear_combination h1 - h0 + Complex.I * (h2 - h0) - (N 0 1 - N 1 0) / 2 * Complex.I_sq
    rw [Matrix.eta_fin_two N, e00, e01, e10, e11]
```

## The azimuthal dependence

The theorem `rate_azimuthal` combines the two earlier results: it rewrites the rotated matrix, applies the affine formula and collects terms with `ring`. The same $M$ appears at every angle, which represents an apparatus that stays fixed while the beam turns. The step left to physics is the identification of a measured rate with $\mathrm{tr}(\rho M)$, including the calculation of $M$ from scattering amplitudes.

In quantum mechanics the formula gives the expectation value of an observable on a single two-state system under these real rotations. For simulations of a process with one polarized incoming photon, it predicts which harmonics in the beam angle can appear.

```lean
/-- When the beam is rotated by `φ`, the rate of a Hermitian process is a constant plus
terms in `cos 2φ` and `sin 2φ`, with the coefficients given here. -/
theorem rate_azimuthal {M : Matrix (Fin 2) (Fin 2) ℂ} (hM : M.IsHermitian)
    (φ x₁ x₂ x₃ : ℝ) :
    (rotation φ * stokesRho x₁ x₂ x₃ * (rotation φ)ᵀ * M).trace =
      ((meanRate M + response₂ M * x₂
        + (response₁ M * x₁ + response₃ M * x₃) * Real.cos (2 * φ)
        + (response₁ M * x₃ - response₃ M * x₁) * Real.sin (2 * φ) : ℝ) : ℂ) := by
  rw [rotation_stokes, rate_affine hM]
  congr 1
  ring
```

For the perpendicular pair, the proof writes the second doubled angle as $2\varphi+\pi$ and uses the sign changes of cosine and sine. The circular term $r_2x_2$ remains in the sum.

```lean
/-- For a Hermitian process, the rates at two beam orientations a quarter turn apart add up
to a value that does not contain `x₁` or `x₃`. -/
theorem rate_add_perpendicular {M : Matrix (Fin 2) (Fin 2) ℂ} (hM : M.IsHermitian)
    (φ x₁ x₂ x₃ : ℝ) :
    (rotation φ * stokesRho x₁ x₂ x₃ * (rotation φ)ᵀ * M).trace
      + (rotation (φ + Real.pi / 2) * stokesRho x₁ x₂ x₃
          * (rotation (φ + Real.pi / 2))ᵀ * M).trace =
      ((2 * (meanRate M + response₂ M * x₂) : ℝ) : ℂ) := by
  rw [rate_azimuthal hM, rate_azimuthal hM, ← Complex.ofReal_add,
    show 2 * (φ + Real.pi / 2) = 2 * φ + Real.pi by ring, Real.cos_add_pi, Real.sin_add_pi]
  congr 1
  ring
```

## Linear analysers and Malus' law

The matrix `analyser θ` is $nn^T$ written out in entries. It stands for an ideal, lossless polarizer that passes one linear polarization completely and blocks the perpendicular one.

```lean
/-- The projector onto linear polarization at the angle `θ`. -/
def analyser (θ : ℝ) : Matrix (Fin 2) (Fin 2) ℂ :=
  !![(Real.cos θ : ℂ) ^ 2, (Real.cos θ : ℂ) * (Real.sin θ : ℂ);
     (Real.cos θ : ℂ) * (Real.sin θ : ℂ), (Real.sin θ : ℂ) ^ 2]
```

The transmitted fraction follows from the entry formula for the trace, with $c^2+s^2=1$ supplying the constant term $\frac12$.

```lean
/-- The fraction of a beam passed by a linear analyser at the angle `θ`, in terms of the
Stokes parameters. -/
theorem analyser_rate (θ x₁ x₂ x₃ : ℝ) :
    (stokesRho x₁ x₂ x₃ * analyser θ).trace =
      (((1 + x₃ * Real.cos (2 * θ) + x₁ * Real.sin (2 * θ)) / 2 : ℝ) : ℂ) := by
  have h := Real.cos_sq_add_sin_sq θ
  rw [trace_entries, Real.cos_two_mul', Real.sin_two_mul]
  unfold analyser
  generalize Real.cos θ = c at h ⊢
  generalize Real.sin θ = s at h ⊢
  have hc : (c : ℂ) ^ 2 + (s : ℂ) ^ 2 = 1 := by exact_mod_cast h
  simp
  linear_combination hc
```

The theorem `malus` sets the Stokes parameters to $(\sin2\alpha,0,\cos2\alpha)$, a beam fully polarized along $\alpha$. The proof rewrites the squared cosine through the doubled angle and expands the cosine of the difference, as in the derivation above.

```lean
/-- Malus' law: an analyser at the angle `θ` passes the fraction `cos²(θ - α)` of a beam
that is fully linearly polarized at the angle `α`. -/
theorem malus (θ α : ℝ) :
    (stokesRho (Real.sin (2 * α)) 0 (Real.cos (2 * α)) * analyser θ).trace =
      ((Real.cos (θ - α) ^ 2 : ℝ) : ℂ) := by
  rw [analyser_rate, Real.cos_sq (θ - α), show 2 * (θ - α) = 2 * θ - 2 * α by ring,
    Real.cos_sub]
  congr 1
  ring

end

end PhotonStokes
```

```lean
#print axioms PhotonStokes.existsUnique_process
#print axioms PhotonStokes.rate_azimuthal
#print axioms PhotonStokes.rate_add_perpendicular
#print axioms PhotonStokes.malus
```

```
'PhotonStokes.existsUnique_process' depends on axioms: [propext, Classical.choice, Quot.sound]
'PhotonStokes.rate_azimuthal' depends on axioms: [propext, Classical.choice, Quot.sound]
'PhotonStokes.rate_add_perpendicular' depends on axioms: [propext, Classical.choice, Quot.sound]
'PhotonStokes.malus' depends on axioms: [propext, Classical.choice, Quot.sound]
```
